# Above the band, averaging a uniform ring and one with a single reversed bond leaves a diagonal Green-function error of order q^(2L)

The infinite chain is represented here by an explicit decaying Green function, checked against the lattice equation, and not by the inverse of an infinite matrix. The ring is an ordinary finite matrix: L sites, one orbital each, hopping t > 0 and a sign cₖ = ±1 on the bond from k to k + 1. The energy lies above the band, E > 2t. Write

r = √(E² − 4t²),  q = (E − r)/(2t).

The uniform ring has diagonal Green function (1 + q^L)/((1 − q^L) r). Reversing one bond replaces q^L by −q^L, and the average of the two has relative error 2q^(2L)/(1 − q^(2L)) against the chain.

## Derivation from forward and backward hops

Since (E − 2t)² < (E − 2t)(E + 2t) = r² < E², we have E − 2t < r < E, hence 0 < q < 1. As a root of its quadratic, q satisfies

t(1 + q²) = Eq,

and combining this with 2tq = E − r gives t(1 − q²) = rq.

For the chain, take gₙ = q^|n|/r. Away from the source,

E gₙ − t(gₙ₊₁ + gₙ₋₁) = q^(|n|−1) (Eq − t(1 + q²))/r = 0,

and at n = 0 the left side is (E − 2tq)/r = 1.

On the ring, let S be the one-way hopping matrix, with entry cᵢ from i to i + 1, so that H = t(S + Sᵀ). A complete turn collects every sign: S^L = Φ·1, where Φ is the product of all cₖ. With y = q^L Φ, the finite geometric sum gives

(1 − qS) W = 1,  W = (1 − y)⁻¹ Σ qⁿSⁿ, n = 0, …, L − 1.

Only n = 0 returns to its starting site, so Wᵢᵢ = 1/(1 − y).

Because cₖ² = 1, SSᵀ = SᵀS = 1. The factors below therefore commute, and

(1 − qS)(1 − qSᵀ) = (1 + q²)·1 − q(S + Sᵀ) = (q/t)(E − H).

Multiplying this product by W + Wᵀ − 1 gives

(1 − qSᵀ) + (1 − qS) − (1 + q²)·1 + q(S + Sᵀ) = (1 − q²)·1.

Hence (E − H)(W + Wᵀ − 1) = (t/q)(1 − q²)·1 = r·1, and

Gᵢᵢ = (2/(1 − y) − 1)/r = (1 + y)/((1 − y) r).

The two rings have Φ = 1 and Φ = −1. With x = q^L, their average divided by the chain value 1/r is

½[(1 + x)/(1 − x) + (1 − x)/(1 + x)] = (1 + x²)/(1 − x²),

and subtracting 1 leaves 2x²/(1 − x²).

For L = 1 the two Hamiltonians are the numbers 2t and −2t. The average of 1/(E − 2t) and 1/(E + 2t) is E/r², so the relative error is E/r − 1, which equals 2q²/(1 − q²).

In this non-interacting one-orbital model, averaging the periodic cell (uniform ring) and the antiperiodic cell (one bond reversed) thus removes the term linear in q^L from the error of the diagonal Green function above the band.

## Rings and chain as Lean objects

Sites are elements of `ZMod L`, whose addition closes the ring. `NeZero L` admits every L ≥ 1.

```lean
import Mathlib

open Matrix

noncomputable section

namespace RingGreenFunction

variable {L : ℕ} [NeZero L]
```

`decay` is q.

```lean
/-- The decay factor `q` per site at energy `E` for hopping `t`, in the range `0 < 2t < E`. -/
def decay (t E : ℝ) : ℝ := (E - √(E ^ 2 - 4 * t ^ 2)) / (2 * t)
```

`hop c` is S; rows label the starting site.

```lean
/-- One-way hopping around a ring of `L` sites; the bond from `k` to `k + 1` carries `c k`. -/
def hop (c : ZMod L → ℝ) : Matrix (ZMod L) (ZMod L) ℝ :=
  fun i j => if j = i + 1 then c i else 0
```

With the positive sign in H = t(S + Sᵀ), the state with equal amplitudes on all sites of the uniform ring has energy 2t, the upper band edge. For L = 2 the two bonds join the same pair of sites, and their amplitudes add.

```lean
/-- The ring Hamiltonian with hopping `t` and bond signs `c`; on rings of one or two sites hops that
share a matrix entry add. -/
def hamiltonian (t : ℝ) (c : ZMod L → ℝ) : Matrix (ZMod L) (ZMod L) ℝ :=
  t • (hop c + (hop c)ᵀ)
```

`green` uses Mathlib's matrix inverse, which is zero for a singular matrix; `green_diag` below therefore also proves that E − H is invertible.

```lean
/-- The Green function `(E - H)⁻¹` of the ring, for `E` outside the spectrum of `H`. -/
def green (t E : ℝ) (c : ZMod L → ℝ) : Matrix (ZMod L) (ZMod L) ℝ :=
  (E • (1 : Matrix (ZMod L) (ZMod L) ℝ) - hamiltonian t c)⁻¹
```

`flux` is Φ, the sign collected in one turn and not a magnetic flux itself: Φ = 1 describes a ring without flux, Φ = −1 one with half a flux quantum. General complex phases lie beyond this model.

```lean
/-- The product of all bond signs around the ring. -/
def flux (c : ZMod L → ℝ) : ℝ := ∏ k, c k
```

`chainGreen` is gₙ. Its decay is built into the definition, and no uniqueness theorem is given.

```lean
/-- The decaying Green function of the infinite chain between sites `n` apart, for
`0 < 2t < E`. -/
def chainGreen (t E : ℝ) (n : ℤ) : ℝ := decay t E ^ n.natAbs / √(E ^ 2 - 4 * t ^ 2)
```

## The decay factor and the chain equation

The bounds come from comparing squares with `nlinarith`, the quadratic from `linear_combination`.

```lean
/-- Above the band, `0 < 2t < E`, the decay factor lies between 0 and 1 and solves
`t (1 + q²) = E q`. -/
theorem decay_spec {t E : ℝ} (ht : 0 < t) (hE : 2 * t < E) :
    0 < decay t E ∧ decay t E < 1 ∧ 2 * t * decay t E = E - √(E ^ 2 - 4 * t ^ 2) ∧
      t * (1 + decay t E ^ 2) = E * decay t E := by
  have hr : √(E ^ 2 - 4 * t ^ 2) ^ 2 = E ^ 2 - 4 * t ^ 2 := Real.sq_sqrt (by nlinarith)
  have hr0 := Real.sqrt_nonneg (E ^ 2 - 4 * t ^ 2)
  have h : 2 * t * decay t E = E - √(E ^ 2 - 4 * t ^ 2) := by
    unfold decay
    exact mul_div_cancel₀ _ (by positivity)
  have hlt : √(E ^ 2 - 4 * t ^ 2) < E := by nlinarith
  have hgt : E - 2 * t < √(E ^ 2 - 4 * t ^ 2) := by nlinarith
  refine ⟨div_pos (by linarith) (by linarith), ?_, h, ?_⟩
  · exact (div_lt_one (by linarith)).2 (by linarith)
  · apply mul_left_cancel₀ (show 4 * t ≠ 0 by positivity)
    linear_combination (2 * t * decay t E - E - √(E ^ 2 - 4 * t ^ 2)) * h + hr
```

The proof treats n < 0, n = 0 and n > 0 separately.

```lean
/-- For `0 < 2t < E`, `chainGreen` solves the infinite-chain equation with a unit source at
site 0. -/
theorem chainGreen_equation {t E : ℝ} (ht : 0 < t) (hE : 2 * t < E) (n : ℤ) :
    E * chainGreen t E n - t * (chainGreen t E (n + 1) + chainGreen t E (n - 1)) =
      if n = 0 then 1 else 0 := by
  obtain ⟨-, -, h, h1⟩ := decay_spec ht hE
  have hr : 0 < √(E ^ 2 - 4 * t ^ 2) := Real.sqrt_pos.2 (by nlinarith)
  unfold chainGreen
  generalize √(E ^ 2 - 4 * t ^ 2) = r at *
  generalize decay t E = q at *
  rcases lt_trichotomy n 0 with hn | hn | hn
  · obtain ⟨m, hm⟩ : ∃ m : ℕ, n = -(m + 1) := ⟨(-n - 1).toNat, by omega⟩
    rw [if_neg hn.ne, show n.natAbs = m + 1 by omega, show (n + 1).natAbs = m by omega,
      show (n - 1).natAbs = m + 2 by omega]
    linear_combination (-(q ^ m / r)) * h1
  · subst hn
    calc _ = (E - 2 * t * q) / r := by norm_num; ring
      _ = _ := by rw [h, sub_sub_cancel, div_self hr.ne', if_pos rfl]
  · obtain ⟨m, hm⟩ : ∃ m : ℕ, n = m + 1 := ⟨(n - 1).toNat, by omega⟩
    rw [if_neg hn.ne', show n.natAbs = m + 1 by omega, show (n + 1).natAbs = m + 2 by omega,
      show (n - 1).natAbs = m by omega]
    linear_combination (-(q ^ m / r)) * h1
```

## One-way walks and their inverse

Induction on n gives the entries of Sⁿ.

```lean
/-- After `n` one-way hops a particle has moved `n` sites and collected the signs passed. -/
theorem hop_pow (c : ZMod L → ℝ) (n : ℕ) (i j : ZMod L) :
    (hop c ^ n) i j = if j = i + n then ∏ m ∈ Finset.range n, c (i + m) else 0 := by
  induction n generalizing j with
  | zero => simp [Matrix.one_apply, eq_comm]
  | succ n ih =>
    rw [pow_succ, Matrix.mul_apply]
    simp only [ih, ite_mul, zero_mul, Finset.sum_ite_eq', Finset.mem_univ, if_true]
    simp only [hop, Nat.cast_add, Nat.cast_one, ← add_assoc, Finset.prod_range_succ,
      mul_ite, mul_zero]
```

`hturn` is S^L = Φ·1, obtained by reindexing the product of signs around the ring. `mul_neg_geom_sum` then sums the series, and `Finset.sum_eq_single 0` isolates the walk of no steps on the diagonal.

```lean
/-- If `q ^ L * flux c ≠ 1`, then `1 - q S`, with `S` the one-way hopping, has an inverse whose
diagonal entries are all `1 / (1 - q ^ L * flux c)`. -/
theorem one_way_inverse (q : ℝ) (c : ZMod L → ℝ) (hne : 1 - q ^ L * flux c ≠ 0) :
    ∃ W, (1 - q • hop c) * W = 1 ∧ ∀ i, W i i = (1 - q ^ L * flux c)⁻¹ := by
  -- a complete turn multiplies by the flux
  have hturn : hop c ^ L = flux c • (1 : Matrix (ZMod L) (ZMod L) ℝ) := by
    ext i j
    have hprod : ∏ m ∈ Finset.range L, c (i + m) = flux c := by
      refine Finset.prod_nbij' (fun m => i + (m : ZMod L)) (fun k => (k - i).val)
        (fun _ _ => Finset.mem_univ _) (fun k _ => Finset.mem_range.2 (ZMod.val_lt _))
        (fun m hm => ?_) (fun k _ => ?_) (fun _ _ => rfl)
      · simp only [add_sub_cancel_left]
        exact ZMod.val_natCast_of_lt (Finset.mem_range.1 hm)
      · simp only [ZMod.natCast_zmod_val, add_sub_cancel]
    rw [hop_pow, hprod, ZMod.natCast_self, add_zero]
    simp [Matrix.one_apply, eq_comm]
  refine ⟨(1 - q ^ L * flux c)⁻¹ • ∑ n ∈ Finset.range L, (q • hop c) ^ n, ?_, fun i => ?_⟩
  · have e : (1 : Matrix (ZMod L) (ZMod L) ℝ) - (q ^ L * flux c) • 1 =
        (1 - q ^ L * flux c) • 1 := by rw [sub_smul, one_smul]
    rw [mul_smul_comm, mul_neg_geom_sum, smul_pow, hturn, smul_smul, e, smul_smul,
      inv_mul_cancel₀ hne, one_smul]
  · -- only the walk of no steps returns to its start in fewer than `L` steps
    rw [Matrix.smul_apply, Matrix.sum_apply, Finset.sum_eq_single 0]
    · simp
    · intro n hn hn0
      rw [smul_pow, Matrix.smul_apply, hop_pow, if_neg, smul_zero]
      intro h
      have h' : (n : ZMod L) = 0 := by linear_combination -h
      exact absurd (Finset.mem_range.1 hn) (not_lt_of_ge (Nat.le_of_dvd
        (Nat.pos_of_ne_zero hn0) ((CharP.cast_eq_zero_iff (ZMod L) L n).1 h')))
    · intro h
      exact absurd (Finset.mem_range.2 (Nat.pos_of_ne_zero (NeZero.ne L))) h
```

## The ring's Green function

The hypothesis `hc` says that each bond carries a sign. First `hne` shows 1 − y ≠ 0. Transposing `hW` gives the backward inverse `hV`; `hF` is the factorisation, `hX` the product with W + Wᵀ − 1, and `hM` the resulting inverse of E − H.

```lean
/-- For `0 < 2t < E` and any bond signs, `E - H` is invertible and the diagonal Green function
depends on the signs only through their product. -/
theorem green_diag {t E : ℝ} (ht : 0 < t) (hE : 2 * t < E) {c : ZMod L → ℝ}
    (hc : ∀ k, c k ^ 2 = 1) :
    (E • (1 : Matrix (ZMod L) (ZMod L) ℝ) - hamiltonian t c) * green t E c = 1 ∧
      ∀ i, green t E c i i = (1 + decay t E ^ L * flux c) /
        ((1 - decay t E ^ L * flux c) * √(E ^ 2 - 4 * t ^ 2)) := by
  obtain ⟨hq0, hq1, h, h1⟩ := decay_spec ht hE
  have hr : √(E ^ 2 - 4 * t ^ 2) ≠ 0 := (Real.sqrt_pos.2 (by nlinarith)).ne'
  have hne : 1 - decay t E ^ L * flux c ≠ 0 := by
    have hf : flux c ^ 2 = 1 := by simp [flux, ← Finset.prod_pow, hc]
    have hx := pow_lt_one₀ hq0.le hq1 (NeZero.ne L)
    have hx0 := pow_pos hq0 L
    intro h0
    have hx2 : (decay t E ^ L) ^ 2 = 1 := by
      linear_combination (-(1 + decay t E ^ L * flux c)) * h0 - (decay t E ^ L) ^ 2 * hf
    nlinarith
  obtain ⟨W, hW, hd⟩ := one_way_inverse (decay t E) c hne
  have hV : (1 - decay t E • (hop c)ᵀ) * Wᵀ = 1 := by
    rw [mul_eq_one_comm]
    simpa [transpose_mul, transpose_sub, transpose_smul] using congrArg transpose hW
  have hST : hop c * (hop c)ᵀ = 1 := by
    ext i j
    rw [Matrix.mul_apply]
    simp only [hop, transpose_apply, ite_mul, zero_mul, Finset.sum_ite_eq',
      Finset.mem_univ, if_true]
    by_cases hij : i = j
    · subst hij
      rw [if_pos rfl, Matrix.one_apply_eq, ← sq, hc]
    · simp [hij]
  have hTS := mul_eq_one_comm.1 hST
  have hM : (E • (1 : Matrix (ZMod L) (ZMod L) ℝ) - hamiltonian t c) *
      ((√(E ^ 2 - 4 * t ^ 2))⁻¹ • (W + Wᵀ - 1)) = 1 := by
    have h2 : t * (1 - decay t E ^ 2) = √(E ^ 2 - 4 * t ^ 2) * decay t E := by
      linear_combination h1 - decay t E * h
    unfold hamiltonian
    clear hd hne h
    generalize (hop c)ᵀ = T at *
    generalize hop c = S at *
    generalize decay t E = q at *
    generalize √(E ^ 2 - 4 * t ^ 2) = r at *
    have hPR : (1 - q • S) * (1 - q • T) = (1 + q ^ 2) • 1 - q • (S + T) := by
      simp only [sub_mul, mul_sub, one_mul, mul_one, smul_mul_assoc, mul_smul_comm, hST]
      module
    have hRP : (1 - q • T) * (1 - q • S) = (1 + q ^ 2) • 1 - q • (S + T) := by
      simp only [sub_mul, mul_sub, one_mul, mul_one, smul_mul_assoc, mul_smul_comm, hTS]
      module
    have a : (1 - q • S) * (1 - q • T) * W = 1 - q • T := by
      rw [hPR, ← hRP, mul_assoc, hW, mul_one]
    have b : (1 - q • S) * (1 - q • T) * Wᵀ = 1 - q • S := by rw [mul_assoc, hV, mul_one]
    have hX : (1 - q • S) * (1 - q • T) * (W + Wᵀ - 1) = (1 - q ^ 2) • 1 := by
      rw [mul_sub, mul_add, a, b, mul_one, hPR]
      module
    -- `E - H` factorises into forward and backward hopping
    have hF : q • (E • 1 - t • (S + T)) = t • ((1 - q • S) * (1 - q • T)) := by
      calc _ = (E * q) • (1 : Matrix (ZMod L) (ZMod L) ℝ) - (t * q) • (S + T) := by module
        _ = _ := by rw [← h1, hPR]; module
    calc _ = (r⁻¹ * q⁻¹) • (q • (E • 1 - t • (S + T)) * (W + Wᵀ - 1)) := by
          rw [smul_mul_assoc, mul_smul_comm, smul_smul, mul_assoc, inv_mul_cancel₀ hq0.ne',
            mul_one]
      _ = 1 := by
          rw [hF, smul_mul_assoc, hX, smul_smul, smul_smul, mul_assoc (r⁻¹ * q⁻¹), h2,
            show r⁻¹ * q⁻¹ * (r * q) = (r⁻¹ * r) * (q⁻¹ * q) by ring,
            inv_mul_cancel₀ hr, inv_mul_cancel₀ hq0.ne', one_mul, one_smul]
  have heq : green t E c = _ := Matrix.inv_eq_right_inv hM
  refine ⟨by rw [heq]; exact hM, fun i => ?_⟩
  rw [heq, Matrix.smul_apply, Matrix.sub_apply, Matrix.add_apply, transpose_apply,
    Matrix.one_apply_eq, hd, smul_eq_mul]
  generalize decay t E ^ L * flux c = y at *
  generalize √(E ^ 2 - 4 * t ^ 2) = r at *
  field_simp
  ring
```

## Reversed bond and average

Evaluating `flux` as 1 and −1 gives both formulas, for any reversed bond `b` and any site `i`.

```lean
/-- For `0 < 2t < E`, the diagonal Green function of the uniform ring, and that of the ring with
the sign of one bond `b` reversed, which has `-q ^ L` in place of `q ^ L`. -/
theorem green_uniform_and_reversed {t E : ℝ} (ht : 0 < t) (hE : 2 * t < E) (b i : ZMod L) :
    green t E (fun _ => 1) i i =
      (1 + decay t E ^ L) / ((1 - decay t E ^ L) * √(E ^ 2 - 4 * t ^ 2)) ∧
    green t E (fun k => if k = b then -1 else 1) i i =
      (1 - decay t E ^ L) / ((1 + decay t E ^ L) * √(E ^ 2 - 4 * t ^ 2)) := by
  have f1 : flux (fun _ : ZMod L => (1 : ℝ)) = 1 := by simp [flux]
  have f2 : flux (fun k : ZMod L => if k = b then (-1 : ℝ) else 1) = -1 := by simp [flux]
  constructor
  · rw [(green_diag ht hE (fun _ => one_pow 2)).2 i, f1, mul_one]
  · rw [(green_diag ht hE (fun k => by split_ifs <;> norm_num)).2 i, f2, mul_neg_one,
      sub_neg_eq_add, ← sub_eq_add_neg]
```

The last theorem substitutes them and the chain value 1/r. After 1 − x² is factored, `field_simp` and `ring` carry out the final cancellation.

```lean
/-- For `0 < 2t < E`, averaging the diagonal Green functions of the uniform ring and of the ring
with one reversed bond leaves the relative error `2 q^(2L) / (1 - q^(2L))` against the infinite
chain. -/
theorem average_relative_error {t E : ℝ} (ht : 0 < t) (hE : 2 * t < E) (b i : ZMod L) :
    ((green t E (fun _ => 1) i i + green t E (fun k => if k = b then -1 else 1) i i) / 2 -
      chainGreen t E 0) / chainGreen t E 0 =
      2 * decay t E ^ (2 * L) / (1 - decay t E ^ (2 * L)) := by
  obtain ⟨hq0, hq1, -, -⟩ := decay_spec ht hE
  have hr : √(E ^ 2 - 4 * t ^ 2) ≠ 0 := (Real.sqrt_pos.2 (by nlinarith)).ne'
  have hx1 := pow_lt_one₀ hq0.le hq1 (NeZero.ne L)
  have hx0 := pow_pos hq0 L
  have hg : chainGreen t E 0 = 1 / √(E ^ 2 - 4 * t ^ 2) := by simp [chainGreen]
  rw [(green_uniform_and_reversed ht hE b i).1, (green_uniform_and_reversed ht hE b i).2, hg,
    pow_mul']
  generalize decay t E ^ L = x at *
  generalize √(E ^ 2 - 4 * t ^ 2) = r at *
  have hm : 1 - x ≠ 0 := by linarith
  have hp : 1 + x ≠ 0 := by linarith
  -- the terms linear in `q ^ L` cancel in the average
  rw [show 1 - x ^ 2 = (1 - x) * (1 + x) by ring]
  field_simp
  ring

end RingGreenFunction
```

```lean
#print axioms RingGreenFunction.chainGreen_equation
#print axioms RingGreenFunction.average_relative_error
```

```
'RingGreenFunction.chainGreen_equation' depends on axioms: [propext, Classical.choice, Quot.sound]
'RingGreenFunction.average_relative_error' depends on axioms: [propext, Classical.choice, Quot.sound]
```
